# When a layer between two leads reflects nothing: phase and velocity conditions under BenDaniel–Duke matching

A layer between two semiconductor regions can suppress reflection at a given energy. In a simple model, two conditions decide whether it does. They involve the velocity $v = k/m$ in each of the three materials, with wave number $k$, effective mass $m$ and units in which $\hbar = 1$, and the phase $\theta = k_W d$ gathered across the layer of thickness $d$. With L, W and R labelling the left lead, the layer and the right lead, the reflected wave vanishes exactly when

$$(\cos\theta = 0 \ \text{or}\ v_L = v_R)\quad\text{and}\quad(\sin\theta = 0 \ \text{or}\ v_W^2 = v_L v_R).$$

The model is a non-interacting, one-dimensional envelope function for a single parabolic band. Mass and potential are constant in each region, the wave propagates in all three, and the regions are joined by BenDaniel–Duke matching. A numerical transmission code for the same model can be checked against this criterion, up to discretisation error.

## Media, waves and matching

```lean
import Mathlib

open Complex

namespace BenDanielDukeLayer

noncomputable section
```

The file loads the mathematical library Mathlib and makes the complex numbers available, so that `I` denotes the imaginary unit.

```lean
/-- A homogeneous material at a fixed energy, described by its effective mass `m` and the
wave number `k` of its propagating envelope waves. -/
structure Medium where
  m : ℝ
  k : ℝ
  m_pos : 0 < m
  k_pos : 0 < k
```

A `Medium` is a pair of real numbers, a mass $m$ and a wave number $k$, together with proofs that both are positive. The energy is fixed and does not appear: for a parabolic band, $k$ already encodes the kinetic energy $k^2/2m$ in units with $\hbar = 1$. Positive real $k$ means a propagating wave, so tunnelling through a barrier is not covered.

```lean
/-- The velocity `k / m` in units with `ħ = 1`. -/
def Medium.v (M : Medium) : ℝ := M.k / M.m
```

`M.v` is the velocity $v = k/m$. For the three media, `L.v`, `W.v` and `R.v` are $v_L$, $v_W$ and $v_R$.

```lean
/-- The envelope function with right-moving amplitude `A` and left-moving amplitude `B`,
phases being counted from the point `x₀`. -/
def Medium.wave (M : Medium) (x₀ : ℝ) (A B : ℂ) (x : ℝ) : ℂ :=
  A * Complex.exp (I * ((M.k * (x - x₀) : ℝ) : ℂ)) +
    B * Complex.exp (-(I * ((M.k * (x - x₀) : ℝ) : ℂ)))
```

In ordinary notation, the envelope is

$$\psi(x) = A\,e^{ik(x-x_0)} + B\,e^{-ik(x-x_0)}.$$

The reference point $x_0$ fixes the phase convention of the amplitudes. The annotation `: ℂ` around a real expression tells Lean to regard it as a complex number.

```lean
/-- BenDaniel-Duke matching at `x`: the envelope and its derivative divided by the mass
are continuous. -/
def Matched (m m' : ℝ) (ψ φ : ℝ → ℂ) (x : ℝ) : Prop :=
  ψ x = φ x ∧ deriv ψ x / (m : ℂ) = deriv φ x / (m' : ℂ)
```

`Matched` says that $\psi = \varphi$ and $\psi'/m = \varphi'/m'$ at the point $x$, where `deriv` is the actual derivative. Each plane-wave formula is defined on the whole line, and only its value and slope at the interface are used. Continuity of $\psi'/m$ is the BenDaniel–Duke condition. It belongs to the kinetic operator $-\tfrac12\,\partial_x\, m(x)^{-1}\,\partial_x$ and, together with continuity of $\psi$, makes the probability current continuous. Here it is assumed as the interface model.

```lean
/-- A scattering state of the layer `W` on `[0, d]` between the leads `L` and `R`: unit wave
incident from the left, reflected amplitude `r`, layer amplitudes `a`, `b`, transmitted
amplitude `t`. -/
def IsScattering (L W R : Medium) (d : ℝ) (r a b t : ℂ) : Prop :=
  Matched L.m W.m (L.wave 0 1 r) (W.wave 0 a b) 0 ∧
    Matched W.m R.m (W.wave 0 a b) (R.wave d t 0) d
```

A scattering state consists of three envelopes,

$$\psi_L = e^{ik_Lx} + r\,e^{-ik_Lx},\qquad \psi_W = a\,e^{ik_Wx} + b\,e^{-ik_Wx},\qquad \psi_R = t\,e^{ik_R(x-d)},$$

matched at $x = 0$ and $x = d$. The incident amplitude is 1 and nothing arrives from the right. The phase of $t$ is counted from the second interface. A physical layer has $d > 0$, but the theorems hold for every real $d$.

```lean
/-- The complex number with real part `W.v * (L.v - R.v) * cos θ` and imaginary part `(W.v ^ 2 - L.v
* R.v) * sin θ`. -/
def reflNum (L W R : Medium) (θ : ℝ) : ℂ :=
  ((W.v * (L.v - R.v) * Real.cos θ : ℝ) : ℂ) +
    (((W.v ^ 2 - L.v * R.v) * Real.sin θ : ℝ) : ℂ) * I
```

This is the numerator of the reflection amplitude,

$$N = v_W(v_L - v_R)\cos\theta + i\,(v_W^2 - v_Lv_R)\sin\theta.$$

```lean
/-- The complex number with real part `W.v * (L.v + R.v) * cos θ` and imaginary part `-(L.v * R.v +
W.v ^ 2) * sin θ`. -/
def reflDen (L W R : Medium) (θ : ℝ) : ℂ :=
  ((W.v * (L.v + R.v) * Real.cos θ : ℝ) : ℂ) -
    (((L.v * R.v + W.v ^ 2) * Real.sin θ : ℝ) : ℂ) * I
```

The denominator is

$$D = v_W(v_L + v_R)\cos\theta - i\,(v_Lv_R + v_W^2)\sin\theta.$$

The theorem `reflection_amplitude` below proves that $r = N/D$.

## From waves to four linear equations

```lean
/-- The velocity of a medium is positive. -/
theorem Medium.v_pos (M : Medium) : 0 < M.v := div_pos M.k_pos M.m_pos
```

A quotient of positive numbers is positive, so $v > 0$. The text after `:=` is the whole proof.

```lean
/-- The derivative of an envelope function weights its two waves by `ik` and `-ik`. -/
theorem Medium.hasDerivAt_wave (M : Medium) (x₀ : ℝ) (A B : ℂ) (x : ℝ) :
    HasDerivAt (M.wave x₀ A B)
      (I * M.k * (A * Complex.exp (I * ((M.k * (x - x₀) : ℝ) : ℂ)) -
        B * Complex.exp (-(I * ((M.k * (x - x₀) : ℝ) : ℂ))))) x := by
  have h0 : HasDerivAt (fun y : ℝ => M.k * (y - x₀)) M.k x := by
    simpa using ((hasDerivAt_id' x).sub_const x₀).const_mul M.k
  have h1 : HasDerivAt (fun y : ℝ => I * ((M.k * (y - x₀) : ℝ) : ℂ)) (I * M.k) x :=
    h0.ofReal_comp.const_mul I
  have h2 := (h1.cexp.const_mul A).fun_add (h1.fun_neg.cexp.const_mul B)
  exact h2.congr_deriv (by ring)
```

The derivative by hand is

$$\psi'(x) = ik\left(A\,e^{ik(x-x_0)} - B\,e^{-ik(x-x_0)}\right).$$

`HasDerivAt` states that the derivative exists and has this value. The proof differentiates the phase (`h0`), multiplies it by $i$ (`h1`), and applies the chain rule to both exponentials (`h2`).

```lean
/-- The two matched quantities, `ψ` and `ψ'/m`, in terms of the wave amplitudes and the
cosine and sine of the accumulated phase. -/
theorem Medium.wave_and_flux (M : Medium) (x₀ : ℝ) (A B : ℂ) (x : ℝ) :
    M.wave x₀ A B x = (A + B) * (Real.cos (M.k * (x - x₀)) : ℂ) +
        I * (A - B) * (Real.sin (M.k * (x - x₀)) : ℂ) ∧
      deriv (M.wave x₀ A B) x / (M.m : ℂ) =
        I * M.v * ((A - B) * (Real.cos (M.k * (x - x₀)) : ℂ) +
          I * (A + B) * (Real.sin (M.k * (x - x₀)) : ℂ)) := by
  -- Euler's formula for both directions of propagation
  have e1 : ∀ φ : ℝ, Complex.exp (I * (φ : ℂ)) =
      (Real.cos φ : ℂ) + I * (Real.sin φ : ℂ) := by
    intro φ
    rw [mul_comm I (φ : ℂ), Complex.exp_mul_I, Complex.ofReal_cos, Complex.ofReal_sin]
    ring
  have e2 : ∀ φ : ℝ, Complex.exp (-(I * (φ : ℂ))) =
      (Real.cos φ : ℂ) - I * (Real.sin φ : ℂ) := by
    intro φ
    rw [show -(I * (φ : ℂ)) = I * ((-φ : ℝ) : ℂ) by push_cast; ring, e1,
      Real.cos_neg, Real.sin_neg, Complex.ofReal_neg]
    ring
  constructor
  · unfold Medium.wave
    rw [e1, e2]
    ring
  · rw [(M.hasDerivAt_wave x₀ A B x).deriv, e1, e2, Medium.v, Complex.ofReal_div]
    ring
```

Write $\phi = k(x - x_0)$. Euler's formula $e^{\pm i\phi} = \cos\phi \pm i\sin\phi$ gives

$$\psi = (A+B)\cos\phi + i(A-B)\sin\phi,$$

$$\frac{\psi'}{m} = iv\left[(A-B)\cos\phi + i(A+B)\sin\phi\right].$$

The mass and the wave number have merged into $v$ in the second line. In the proof, `e1` and `e2` are Euler's formula for the two signs, and `ring` carries out the remaining algebra.

```lean
/-- The matching conditions at the two interfaces are four linear equations for the
amplitudes, containing only the velocities and the phase thickness of the layer. -/
theorem isScattering_iff (L W R : Medium) (d : ℝ) (r a b t : ℂ) :
    IsScattering L W R d r a b t ↔
      (1 + r = a + b ∧ (L.v : ℂ) * (1 - r) = W.v * (a - b)) ∧
      ((a + b) * (Real.cos (W.k * d) : ℂ) + I * (a - b) * (Real.sin (W.k * d) : ℂ) = t ∧
        (W.v : ℂ) * ((a - b) * (Real.cos (W.k * d) : ℂ) +
          I * (a + b) * (Real.sin (W.k * d) : ℂ)) = R.v * t) := by
  simp only [IsScattering, Matched, Medium.wave_and_flux, sub_self, sub_zero, mul_zero,
    Real.cos_zero, Real.sin_zero, Complex.ofReal_one, Complex.ofReal_zero, mul_one, add_zero]
  constructor
  · rintro ⟨⟨h1, h2⟩, h3, h4⟩
    exact ⟨⟨h1, mul_left_cancel₀ I_ne_zero (by linear_combination h2)⟩, h3,
      mul_left_cancel₀ I_ne_zero (by linear_combination h4)⟩
  · rintro ⟨⟨h1, h2⟩, h3, h4⟩
    exact ⟨⟨h1, by linear_combination I * h2⟩, h3, by linear_combination I * h4⟩
```

Now insert the three envelopes. At $x = 0$ the phases in the left lead and in the layer are zero, so continuity of $\psi$ and of $\psi'/m$ gives

$$1 + r = a + b,\qquad v_L(1-r) = v_W(a-b).$$

At $x = d$ the layer has phase $\theta = k_Wd$, while the right lead, whose phase is counted from $d$, has phase zero:

$$(a+b)\cos\theta + i(a-b)\sin\theta = t,$$

$$v_W\left[(a-b)\cos\theta + i(a+b)\sin\theta\right] = v_R\,t.$$

A common factor $i$ has been cancelled from both derivative equations. The symbol `↔` means "if and only if": these four equations are equivalent to the matching conditions. In the proof, `simp only` inserts the formulas for $\psi$ and $\psi'/m$, and the two halves that follow remove the factor $i$ and restore it.

## The reflection amplitude

```lean
/-- The quantity `reflDen` is nonzero for all media and every real `θ`. -/
theorem reflDen_ne_zero (L W R : Medium) (θ : ℝ) : reflDen L W R θ ≠ 0 := by
  intro h
  have hL := L.v_pos
  have hW := W.v_pos
  have hR := R.v_pos
  have key : ∀ x y : ℝ, (x : ℂ) - (y : ℂ) * I = 0 → x = 0 ∧ y = 0 := by
    intro x y h
    simpa [Complex.ext_iff] using h
  obtain ⟨h1, h2⟩ := key _ _ h
  -- cosine and sine would have to vanish together
  have hc := (mul_eq_zero.1 h1).resolve_left (by positivity)
  have hs := (mul_eq_zero.1 h2).resolve_left (by positivity)
  have h3 := Real.sin_sq_add_cos_sq θ
  rw [hc, hs] at h3
  norm_num at h3
```

Suppose $D = 0$. Its real and imaginary parts then vanish separately. Since $v_W(v_L+v_R)$ and $v_Lv_R + v_W^2$ are positive, this forces $\cos\theta = 0$ and $\sin\theta = 0$, which contradicts $\sin^2\theta + \cos^2\theta = 1$. The Lean proof follows the same route: `key` separates the two parts, `positivity` handles the prefactors, and `norm_num` rejects the resulting $0 = 1$.

```lean
/-- A scattering state with reflection amplitude `r` exists exactly when `r` is the quotient
of `reflNum` and `reflDen` at the phase thickness of the layer. -/
theorem reflection_amplitude (L W R : Medium) (d : ℝ) (r : ℂ) :
    (∃ a b t, IsScattering L W R d r a b t) ↔
      r = reflNum L W R (W.k * d) / reflDen L W R (W.k * d) := by
  have hw : (W.v : ℂ) ≠ 0 := Complex.ofReal_ne_zero.2 W.v_pos.ne'
  rw [eq_div_iff (reflDen_ne_zero L W R _)]
  simp only [isScattering_iff, reflNum, reflDen, Complex.ofReal_mul, Complex.ofReal_add,
    Complex.ofReal_sub, Complex.ofReal_pow]
  constructor
  · -- eliminate the amplitudes inside the layer and the transmitted one
    rintro ⟨a, b, t, ⟨h1, h2⟩, h3, h4⟩
    linear_combination (W.v : ℂ) * (R.v * h3 - h4) +
      ((W.v : ℂ) * R.v * (Real.cos (W.k * d) : ℂ) -
        I * (W.v : ℂ) ^ 2 * (Real.sin (W.k * d) : ℂ)) * h1 +
      (I * (R.v : ℂ) * (Real.sin (W.k * d) : ℂ) - W.v * (Real.cos (W.k * d) : ℂ)) * h2
  · -- the left interface fixes `a + b = 1 + r` and `a - b = Q`
    intro h
    obtain ⟨Q, hQ⟩ : ∃ Q : ℂ, (W.v : ℂ) * Q = L.v * (1 - r) :=
      ⟨L.v * (1 - r) / W.v, by field_simp⟩
    refine ⟨((1 + r) + Q) / 2, ((1 + r) - Q) / 2,
      (1 + r) * (Real.cos (W.k * d) : ℂ) + I * Q * (Real.sin (W.k * d) : ℂ),
      ⟨by ring, by linear_combination -hQ⟩, by ring, ?_⟩
    apply mul_left_cancel₀ hw
    linear_combination -h + ((W.v : ℂ) * (Real.cos (W.k * d) : ℂ) -
      I * R.v * (Real.sin (W.k * d) : ℂ)) * hQ
```

The theorem says that amplitudes $a, b, t$ completing a scattering state exist exactly when $r = N/D$. A solution therefore exists for every choice of media and $d$, and its reflection amplitude is unique.

For the forward direction, eliminate $t$ from the two equations at $x = d$:

$$v_W\left[(a-b)\cos\theta + i(a+b)\sin\theta\right] = v_R\left[(a+b)\cos\theta + i(a-b)\sin\theta\right].$$

Multiply by $v_W$ and substitute $a+b = 1+r$ and $v_W(a-b) = v_L(1-r)$:

$$v_Wv_L(1-r)\cos\theta + iv_W^2(1+r)\sin\theta = v_Wv_R(1+r)\cos\theta + iv_Lv_R(1-r)\sin\theta.$$

The terms without $r$, collected on the left, add up to $N$. The terms with $r$, collected on the right, add up to $rD$. Hence $rD = N$, and $D \neq 0$ permits the division. Lean's `linear_combination` performs this elimination in one step: it is given the factor by which each equation is to be multiplied, and it checks that the sum is the desired equation.

For the converse, start from $rD = N$ and set $Q = v_L(1-r)/v_W$. Define

$$a = \frac{(1+r)+Q}{2},\qquad b = \frac{(1+r)-Q}{2},\qquad t = (1+r)\cos\theta + iQ\sin\theta.$$

The first three equations hold by construction. The fourth, multiplied by $v_W$, is $rD = N$ rearranged. In the code, `refine` supplies these three amplitudes.

The limit of zero thickness is a quick check. At $d = 0$ we have $\cos\theta = 1$ and $\sin\theta = 0$, so the layer velocity cancels and

$$r = \frac{v_L - v_R}{v_L + v_R},$$

the amplitude of a single interface between the leads. It vanishes exactly when $v_L = v_R$.

## Where the reflection vanishes

```lean
/-- The reflected wave vanishes exactly when the phase thickness has zero cosine or the leads
have equal velocities, and it has zero sine or the squared layer velocity is the product of
the lead velocities. -/
theorem reflectionless_iff {L W R : Medium} {d : ℝ} {r a b t : ℂ}
    (h : IsScattering L W R d r a b t) :
    r = 0 ↔ (Real.cos (W.k * d) = 0 ∨ L.v = R.v) ∧
      (Real.sin (W.k * d) = 0 ∨ W.v ^ 2 = L.v * R.v) := by
  have hW := W.v_pos.ne'
  have key : ∀ x y : ℝ, (x : ℂ) + (y : ℂ) * I = 0 ↔ x = 0 ∧ y = 0 := by
    intro x y
    simp [Complex.ext_iff]
  rw [(reflection_amplitude L W R d r).1 ⟨a, b, t, h⟩, div_eq_zero_iff,
    or_iff_left (reflDen_ne_zero L W R _), reflNum, key]
  simp only [mul_eq_zero, sub_eq_zero, hW, false_or]
  tauto
```

The hypothesis `h` says that $r, a, b, t$ form a scattering state. Since $r = N/D$ with $D \neq 0$, the reflected wave vanishes exactly when $N = 0$, that is, when both parts of $N$ vanish:

$$v_W(v_L - v_R)\cos\theta = 0,\qquad (v_W^2 - v_Lv_R)\sin\theta = 0.$$

The factor $v_W$ is nonzero. A product vanishes when one of its factors does, so the first equation gives $\cos\theta = 0$ or $v_L = v_R$, and the second gives $\sin\theta = 0$ or $v_W^2 = v_Lv_R$. In the proof, `rw` replaces $r$ by the quotient and splits the numerator with `key`, `simp only` splits the products, and `tauto` puts the alternatives in the stated order.

```lean
/-- Between leads of equal velocity, reflection vanishes exactly when the phase thickness is an
integer multiple of `π` or the layer has the velocity of the leads. -/
theorem reflectionless_iff_of_equal_leads {L W R : Medium} {d : ℝ} {r a b t : ℂ}
    (h : IsScattering L W R d r a b t) (hLR : L.v = R.v) :
    r = 0 ↔ (∃ n : ℤ, (n : ℝ) * Real.pi = W.k * d) ∨ W.v = L.v := by
  have hL := L.v_pos
  have hW := W.v_pos
  have hsq : W.v ^ 2 = L.v * L.v ↔ W.v = L.v := by
    constructor
    · intro e
      have e' : (W.v - L.v) * (W.v + L.v) = 0 := by linear_combination e
      rcases mul_eq_zero.1 e' with e' | e' <;> linarith
    · intro e
      rw [e]
      ring
  rw [reflectionless_iff h, ← hLR, hsq, Real.sin_eq_zero_iff]
  exact ⟨fun e => e.2, fun e => ⟨Or.inr rfl, e⟩⟩
```

For equal lead velocities the first condition holds automatically. The second becomes $\sin\theta = 0$ or $v_W^2 = v_L^2$. The sine vanishes exactly at integer multiples of $\pi$. The equation for the velocities factors as $(v_W - v_L)(v_W + v_L) = 0$, and the second factor is positive, so $v_W = v_L$. Thus

$$r = 0 \iff \theta = n\pi \text{ for some integer } n,\ \text{or } v_W = v_L.$$

The second alternative concerns the ratio $k/m$ alone: a layer whose mass and wave number both differ from those of the leads by the same factor reflects nothing at that energy, whatever its thickness. In the proof, `hsq` is the factorisation argument.

```lean
/-- Between leads of different velocities, reflection vanishes exactly when the phase thickness
is an odd multiple of `π/2` and the squared layer velocity is the product of the lead
velocities. -/
theorem reflectionless_iff_of_distinct_leads {L W R : Medium} {d : ℝ} {r a b t : ℂ}
    (h : IsScattering L W R d r a b t) (hLR : L.v ≠ R.v) :
    r = 0 ↔ (∃ n : ℤ, W.k * d = (2 * (n : ℝ) + 1) * Real.pi / 2) ∧
      W.v ^ 2 = L.v * R.v := by
  rw [reflectionless_iff h, ← Real.cos_eq_zero_iff]
  constructor
  · rintro ⟨hc, hs⟩
    have hc' := hc.resolve_right hLR
    refine ⟨hc', hs.resolve_left fun hs' => ?_⟩
    have h3 := Real.sin_sq_add_cos_sq (W.k * d)
    rw [hc', hs'] at h3
    norm_num at h3
  · rintro ⟨hc, hv⟩
    exact ⟨Or.inl hc, Or.inr hv⟩

end

end BenDanielDukeLayer
```

For different lead velocities the first condition leaves only $\cos\theta = 0$. The sine is then nonzero, because the squares of sine and cosine add up to 1, and the second condition requires $v_W^2 = v_Lv_R$. Hence

$$r = 0 \iff \theta = (2n+1)\frac{\pi}{2} \text{ for some integer } n,\ \text{and } v_W = \sqrt{v_Lv_R},$$

where the square root may be taken because all velocities are positive. This is the quarter-wave condition familiar from antireflection coatings at normal incidence, with the velocities in place of the refractive indices. Lean uses `resolve_right` and `resolve_left` to discard the alternative already ruled out in each "or". The converse direction simply places the two conditions into the general criterion.

```lean
#print axioms BenDanielDukeLayer.reflectionless_iff_of_equal_leads
#print axioms BenDanielDukeLayer.reflectionless_iff_of_distinct_leads
```

```
'BenDanielDukeLayer.reflectionless_iff_of_equal_leads' depends on axioms: [propext, Classical.choice, Quot.sound]
'BenDanielDukeLayer.reflectionless_iff_of_distinct_leads' depends on axioms: [propext, Classical.choice, Quot.sound]
```
